# The Coulomb potential averaged over the zero-angular-momentum lowest Landau orbital is finite at the nucleus

Take a uniform magnetic field of strength $B>0$ along the $z$ axis and a unit charge at the origin. Let $\rho$ be the distance from the axis and $r=\sqrt{\rho^2+z^2}$ the distance from the charge. Units are atomic, with $B$ measured so that the magnetic length is $1/\sqrt B$, and the bare Coulomb potential is $1/r$. It is taken positive; the potential energy of an electron is its negative.

```lean
import Mathlib

open MeasureTheory Set Filter Topology

namespace LandauAveragedCoulomb

noncomputable section
```

In the symmetric gauge, the lowest Landau orbital with zero angular momentum has the normalised transverse probability density $(B/2\pi)\,e^{-B\rho^2/2}$ per unit area. Multiplying by the circumference $2\pi\rho$ gives the radial density

$$p(\rho)=B\rho\,e^{-B\rho^2/2},\qquad \rho>0.$$

In Lean this is `landauDensity B ρ`. The density is put in by definition, not derived from a Hamiltonian.

```lean
/-- The radial density `B ρ exp(-B ρ² / 2)` of the zero-angular-momentum lowest Landau orbital in a
field `B`. -/
def landauDensity (B ρ : ℝ) : ℝ := B * ρ * Real.exp (-(B / 2) * ρ ^ 2)
```

The averaged potential at height $z$ is

$$V(z)=\int_0^\infty \frac{B\rho\,e^{-B\rho^2/2}}{\sqrt{\rho^2+z^2}}\,d\rho .$$

In Lean it is `landauCoulomb B z`, where `Ioi 0` is the open half-line $\rho>0$. Both definitions accept any real $B$; the theorems about them add the hypothesis `0 < B`.

```lean
/-- The Coulomb potential `1/r` at height `z`, averaged over the transverse density. -/
def landauCoulomb (B z : ℝ) : ℝ :=
  ∫ ρ in Ioi (0 : ℝ), landauDensity B ρ / √(ρ ^ 2 + z ^ 2)
```

For hydrogen in a strong field, $-V(z)$ is the one-dimensional potential for motion along the field in the adiabatic approximation, with the nucleus fixed and the transverse motion frozen in this single orbital. The parts below concern $V$ itself, not the energy levels it produces or the error made by freezing the transverse motion.

## (a) Distances reached at a fixed height

Fix a real $z$. Show that, as $\rho$ runs over the positive numbers, $\sqrt{\rho^2+z^2}$ takes exactly the values greater than $|z|$.

If $\rho>0$, then $\rho^2+z^2>z^2$, so $\sqrt{\rho^2+z^2}>|z|$. Conversely, let $s>|z|$. Then $s^2-z^2>0$, and $\rho=\sqrt{s^2-z^2}$ is positive and satisfies $\sqrt{\rho^2+z^2}=\sqrt{s^2}=s$.

The Lean statement is an equality of sets: the image of `Ioi 0` under the distance function is `Ioi |z|`. The two bullets of the proof are the two inclusions, and the second supplies the same $\rho=\sqrt{s^2-z^2}$.

```lean
/-- At height `z`, the distances from the origin reached at positive transverse radius
are exactly those greater than `|z|`. -/
theorem distance_image (z : ℝ) :
    (fun ρ : ℝ => √(ρ ^ 2 + z ^ 2)) '' Ioi 0 = Ioi |z| := by
  ext s
  constructor
  · rintro ⟨ρ, hρ, rfl⟩
    have hρ' : 0 < ρ := hρ
    show |z| < √(ρ ^ 2 + z ^ 2)
    apply Real.lt_sqrt_of_sq_lt
    rw [sq_abs]
    linarith [pow_pos hρ' 2]
  · intro hs
    have hs' : |z| < s := hs
    have h0 := abs_nonneg z
    have h := pow_lt_pow_left₀ hs' h0 two_ne_zero
    rw [sq_abs] at h
    refine ⟨√(s ^ 2 - z ^ 2), Real.sqrt_pos.mpr (by linarith), ?_⟩
    show √((√(s ^ 2 - z ^ 2)) ^ 2 + z ^ 2) = s
    rw [Real.sq_sqrt (by linarith), sub_add_cancel, Real.sqrt_sq (by linarith)]
```

## (b) The rate of change of the distance

Show that at every $\rho>0$ the derivative of $\sqrt{\rho^2+z^2}$ with respect to $\rho$ is $\rho/\sqrt{\rho^2+z^2}$.

The quantity under the root has derivative $2\rho$ and is positive, so the chain rule gives

$$\frac{d}{d\rho}\sqrt{\rho^2+z^2}=\frac{2\rho}{2\sqrt{\rho^2+z^2}}=\frac{\rho}{\sqrt{\rho^2+z^2}} .$$

The condition $\rho>0$ keeps the argument of the root away from zero even when $z=0$. In the proof, `h1` is the derivative of the inner function, `h1.sqrt` applies the chain rule, and the last term cancels the factor 2.

```lean
/-- At positive transverse radius `ρ`, the distance `r` from the origin changes with the transverse
radius at the rate `ρ / r`. -/
theorem hasDerivAt_distance (z : ℝ) {ρ : ℝ} (hρ : 0 < ρ) :
    HasDerivAt (fun x : ℝ => √(x ^ 2 + z ^ 2)) (ρ / √(ρ ^ 2 + z ^ 2)) ρ := by
  have h1 : HasDerivAt (fun x : ℝ => x ^ 2 + z ^ 2) (2 * ρ) ρ := by
    simpa using (hasDerivAt_pow 2 ρ).add_const (z ^ 2)
  exact (h1.sqrt (by positivity)).congr_deriv (mul_div_mul_left _ _ two_ne_zero)
```

## (c) The average as a Gaussian integral

Let $B>0$. Show that for every real $z$ the integrand of $V(z)$ is integrable, and that

$$V(z)=B\,e^{Bz^2/2}\int_{|z|}^\infty e^{-Bs^2/2}\,ds .$$

Substitute $s=\sqrt{\rho^2+z^2}$. This map is injective on $\rho>0$, since equal distances at the same height give equal $\rho^2$ and hence equal $\rho$. By (a) the new range is $s>|z|$, and by (b) $ds=(\rho/s)\,d\rho$. Since $\rho^2=s^2-z^2$,

$$\frac{B\rho\,e^{-B\rho^2/2}}{\sqrt{\rho^2+z^2}}\,d\rho
= B\,e^{-B\rho^2/2}\,ds
= B\,e^{Bz^2/2}\,e^{-Bs^2/2}\,ds .$$

The factor $\rho$ in the radial density has been absorbed into $ds$, and with it the apparent singularity at $z=0$. What remains is a constant times a Gaussian, which is integrable on the half-line, so the original integrand is integrable too.

The theorem is a conjunction of these two claims. Integrability is stated separately because the comparisons in (f) and (h) use it directly. The formula also implies it, though less visibly: Lean assigns the value 0 to the integral of a non-integrable function, and the right-hand side here is positive.

In the proof, `g` is the transformed integrand $B e^{Bz^2/2}e^{-Bs^2/2}$, `hd` is the derivative from (b), and `hinj` is injectivity. The identity `hpt` says that the Jacobian times `g`, evaluated at the distance, is the original integrand; its key step `he` splits the exponential as above. Mathlib's change-of-variables theorem is then used in two versions, one that transfers integrability and one that equates the integrals.

```lean
/-- The averaged Coulomb integrand is integrable at every height `z`, and the average equals `B
exp(B z² / 2)` times a Gaussian integral over the distances greater than `|z|`. -/
theorem landauCoulomb_eq {B : ℝ} (hB : 0 < B) (z : ℝ) :
    IntegrableOn (fun ρ => landauDensity B ρ / √(ρ ^ 2 + z ^ 2)) (Ioi 0) ∧
    landauCoulomb B z =
      B * Real.exp (B / 2 * z ^ 2) * ∫ s in Ioi |z|, Real.exp (-(B / 2) * s ^ 2) := by
  let g : ℝ → ℝ := fun s => B * Real.exp (B / 2 * z ^ 2) * Real.exp (-(B / 2) * s ^ 2)
  have hd : ∀ x ∈ Ioi (0 : ℝ), HasDerivWithinAt (fun x : ℝ => √(x ^ 2 + z ^ 2))
      (x / √(x ^ 2 + z ^ 2)) (Ioi 0) x :=
    fun x hx => (hasDerivAt_distance z hx).hasDerivWithinAt
  have hinj : InjOn (fun x : ℝ => √(x ^ 2 + z ^ 2)) (Ioi 0) := by
    intro a ha b hb hab
    have ha' : 0 < a := ha
    have hb' : 0 < b := hb
    have hab' : √(a ^ 2 + z ^ 2) = √(b ^ 2 + z ^ 2) := hab
    have h := (Real.sqrt_inj (by positivity) (by positivity)).mp hab'
    exact (sq_eq_sq₀ ha'.le hb'.le).mp (by linarith)
  -- the Jacobian turns the Gaussian in the distance into the averaged integrand
  have hpt : ∀ x ∈ Ioi (0 : ℝ), |x / √(x ^ 2 + z ^ 2)| • g (√(x ^ 2 + z ^ 2)) =
      landauDensity B x / √(x ^ 2 + z ^ 2) := by
    intro x hx
    have hx' : 0 < x := hx
    have he : Real.exp (-(B / 2) * x ^ 2) =
        Real.exp (B / 2 * z ^ 2) * Real.exp (-(B / 2) * (x ^ 2 + z ^ 2)) := by
      rw [← Real.exp_add]
      congr 1
      ring
    simp only [g, landauDensity]
    rw [abs_of_nonneg (by positivity), smul_eq_mul, Real.sq_sqrt (by positivity), he]
    ring
  have hg : Integrable g := (integrable_exp_neg_mul_sq (half_pos hB)).const_mul _
  constructor
  · have h := (integrableOn_image_iff_integrableOn_abs_deriv_smul
      measurableSet_Ioi hd hinj g).mp hg.integrableOn
    exact h.congr_fun hpt measurableSet_Ioi
  · have h := integral_image_eq_integral_abs_deriv_smul measurableSet_Ioi hd hinj g
    rw [distance_image, setIntegral_congr_fun measurableSet_Ioi hpt] at h
    unfold landauCoulomb
    rw [← h]
    exact integral_const_mul _ _
```

## (d) Normalisation of the transverse density

Show that for $B>0$ the density $p$ is integrable on $\rho>0$ and that its integral is 1.

The function $-e^{-B\rho^2/2}$ has derivative $B\rho\,e^{-B\rho^2/2}=p(\rho)$. It equals $-1$ at $\rho=0$ and tends to 0 as $\rho\to\infty$. Therefore

$$\int_0^\infty p(\rho)\,d\rho = 0-(-1)=1 .$$

The Lean proof first obtains integrability from a known result for $x\,e^{-bx^2}$ with $b=B/2$. Then `hd` is the antiderivative, `ht` is its limit at infinity, and the fundamental theorem of calculus on a half-line gives the value.

```lean
/-- The transverse density is integrable and its total probability is one. -/
theorem landauDensity_normalised {B : ℝ} (hB : 0 < B) :
    IntegrableOn (landauDensity B) (Ioi 0) ∧ ∫ ρ in Ioi (0 : ℝ), landauDensity B ρ = 1 := by
  have hint : IntegrableOn (landauDensity B) (Ioi 0) :=
    ((integrable_mul_exp_neg_mul_sq (half_pos hB)).const_mul B).integrableOn.congr_fun
      (fun x _ => by simp only [landauDensity]; ring) measurableSet_Ioi
  refine ⟨hint, ?_⟩
  -- the density is the derivative of minus a Gaussian
  have hd : ∀ x ∈ Ici (0 : ℝ),
      HasDerivAt (fun x : ℝ => -Real.exp (-(B / 2) * x ^ 2)) (landauDensity B x) x := by
    intro x _
    have h0 : HasDerivAt (fun x : ℝ => x ^ 2) (2 * x) x := by
      simpa using hasDerivAt_pow 2 x
    exact ((h0.const_mul (-(B / 2))).exp.fun_neg).congr_deriv (by
      simp only [landauDensity]; ring)
  have hb : Tendsto (fun x : ℝ => -(B / 2) * x ^ 2) atTop atBot :=
    (tendsto_pow_atTop two_ne_zero).const_mul_atTop_of_neg (by linarith)
  have ht : Tendsto (fun x : ℝ => -Real.exp (-(B / 2) * x ^ 2)) atTop (𝓝 (-0)) :=
    (Real.tendsto_exp_atBot.comp hb).neg
  rw [integral_Ioi_of_hasDerivAt_of_tendsto' hd hint ht]
  simp
```

## (e) The value at the origin

Show that $V(0)=\sqrt{\pi B/2}$ for $B>0$.

Put $z=0$ in (c). The prefactor $e^{Bz^2/2}$ becomes 1, and the half-line Gaussian integral is $\tfrac12\sqrt{2\pi/B}$, so

$$V(0)=B\cdot\frac12\sqrt{\frac{2\pi}{B}}=\sqrt{\frac{\pi B}{2}} .$$

The bare potential diverges at the origin, while its average is finite and grows as the square root of the field.

The proof rewrites with the formula from (c) and with `integral_gaussian_Ioi`. The auxiliary identity `hs` writes $\pi B/2$ as $(B/2)^2\cdot\pi/(B/2)$, so that the factor $B/2$ can be taken out of the root.

```lean
/-- At the origin the averaged Coulomb potential equals `√(π B / 2)`. -/
theorem landauCoulomb_zero {B : ℝ} (hB : 0 < B) :
    landauCoulomb B 0 = √(Real.pi * B / 2) := by
  have he : Real.exp (B / 2 * 0 ^ 2) = 1 := by simp
  have hs : Real.pi * B / 2 = (B / 2) ^ 2 * (Real.pi / (B / 2)) := by field_simp
  rw [(landauCoulomb_eq hB 0).2, abs_zero, integral_gaussian_Ioi, he, hs,
    Real.sqrt_mul (by positivity), Real.sqrt_sq (by positivity)]
  ring
```

## (f) Monotonicity along the field

Let $B>0$ and $|z|\le|w|$. Show that $V(w)\le V(z)$.

From $|z|\le|w|$ follows $z^2\le w^2$, and so $\sqrt{\rho^2+z^2}\le\sqrt{\rho^2+w^2}$ for every $\rho>0$. Both roots are positive and $p(\rho)\ge0$, hence

$$\frac{p(\rho)}{\sqrt{\rho^2+w^2}}\le\frac{p(\rho)}{\sqrt{\rho^2+z^2}} .$$

Integrating over $\rho$ gives the claim. Taking $w=-z$, and then exchanging the two, also shows that $V$ is even.

The Lean proof follows this comparison. The lemma `setIntegral_mono_on` turns an inequality between integrands into one between integrals, provided that both are integrable, and that is the first half of (c), used once for $w$ and once for $z$.

```lean
/-- The averaged Coulomb potential does not increase with the distance `|z|` along the field. -/
theorem landauCoulomb_antitone {B : ℝ} (hB : 0 < B) {z w : ℝ} (h : |z| ≤ |w|) :
    landauCoulomb B w ≤ landauCoulomb B z := by
  refine setIntegral_mono_on (landauCoulomb_eq hB w).1 (landauCoulomb_eq hB z).1
    measurableSet_Ioi (fun ρ hρ => ?_)
  have hρ' : 0 < ρ := hρ
  have hzw : z ^ 2 ≤ w ^ 2 := sq_le_sq.mpr h
  exact div_le_div_of_nonneg_left (by unfold landauDensity; positivity)
    (Real.sqrt_pos.mpr (by positivity)) (Real.sqrt_le_sqrt (by linarith))
```

## (g) The maximum is at the origin

Show that $V(z)\le V(0)$ for $B>0$ and every real $z$.

Since $|0|=0\le|z|$, this is (f) with 0 as the point nearer to the origin. Together with (e) it gives the uniform bound $V(z)\le\sqrt{\pi B/2}$.

```lean
/-- The averaged Coulomb potential is nowhere larger than its value at the origin. -/
theorem landauCoulomb_le_zero_value {B : ℝ} (hB : 0 < B) (z : ℝ) :
    landauCoulomb B z ≤ landauCoulomb B 0 :=
  landauCoulomb_antitone hB (by rw [abs_zero]; exact abs_nonneg z)
```

## (h) Comparison with the bare potential on the axis

Let $B>0$ and $z\ne0$. Show that $V(z)\le 1/|z|$.

An electron at height $z$ is at least a distance $|z|$ from the nucleus, whatever its transverse position: $\sqrt{\rho^2+z^2}\ge|z|>0$. Using this in the integrand and then the normalisation from (d),

$$V(z)\le\int_0^\infty\frac{p(\rho)}{|z|}\,d\rho=\frac1{|z|} .$$

In the proof, `rw [← hone, ← integral_div]` replaces the 1 in $1/|z|$ by the integral of the density and moves the division inside. The two sides are then integrals over the same half-line and are compared point by point, as in (f).

```lean
/-- Away from the origin the averaged potential is at most the bare Coulomb potential `1/|z|`. -/
theorem landauCoulomb_le_coulomb {B : ℝ} (hB : 0 < B) {z : ℝ} (hz : z ≠ 0) :
    landauCoulomb B z ≤ 1 / |z| := by
  obtain ⟨hint, hone⟩ := landauDensity_normalised hB
  have hz' : 0 < |z| := abs_pos.mpr hz
  rw [← hone, ← integral_div]
  refine setIntegral_mono_on (landauCoulomb_eq hB z).1 (hint.div_const _)
    measurableSet_Ioi (fun ρ hρ => ?_)
  have hρ' : 0 < ρ := hρ
  -- the true distance is at least the distance along the field
  exact div_le_div_of_nonneg_left (by unfold landauDensity; positivity) hz'
    (Real.le_sqrt_of_sq_le (by rw [sq_abs]; linarith [sq_nonneg ρ]))
```

## (i) A linear bound on the drop near the origin

Show that $V(0)-B|z|\le V(z)$ for $B>0$ and every real $z$.

Split the Gaussian integral at $|z|$ by setting

$$K=\int_0^{|z|}e^{-Bs^2/2}\,ds,\qquad J=\int_{|z|}^\infty e^{-Bs^2/2}\,ds .$$

By (c), $V(0)=B(K+J)$ and $V(z)=B\,e^{Bz^2/2}J$. The integrand of $K$ is at most 1, so $K\le|z|$. Also $J\ge0$ and $e^{Bz^2/2}\ge1$. Hence

$$V(z)\ge BJ=V(0)-BK\ge V(0)-B|z| .$$

With (g) this encloses the potential between $V(0)-B|z|$ and $V(0)$, so $V(z)$ tends to $V(0)$ as $z\to0$. The lower bound is informative only for $|z|<\sqrt{\pi/(2B)}$, a distance of the order of the magnetic length; beyond that its left side is no longer positive.

In the Lean proof, `hsplit` is the splitting of the integral, `hK` is $K\le|z|$, `hJ` is $J\ge0$, and `he` is the bound on the exponential prefactor. The products `h1` and `h2` are $BJ\le B\,e^{Bz^2/2}J$ and $BK\le B|z|$, and `linarith` adds them once both potentials have been rewritten with (c).

```lean
/-- Moving a distance `|z|` from the origin lowers the averaged potential by at most `B |z|`. -/
theorem landauCoulomb_linear_lower_bound {B : ℝ} (hB : 0 < B) (z : ℝ) :
    landauCoulomb B 0 - B * |z| ≤ landauCoulomb B z := by
  have hG : Integrable (fun s : ℝ => Real.exp (-(B / 2) * s ^ 2)) :=
    integrable_exp_neg_mul_sq (half_pos hB)
  -- split the Gaussian integral at `|z|`
  have hsplit := setIntegral_union (Set.Ioc_disjoint_Ioi (a := (0 : ℝ)) (le_refl |z|))
    measurableSet_Ioi hG.integrableOn hG.integrableOn
  rw [Ioc_union_Ioi_eq_Ioi (abs_nonneg z)] at hsplit
  have hK : ∫ s in Ioc 0 |z|, Real.exp (-(B / 2) * s ^ 2) ≤ |z| := by
    calc ∫ s in Ioc 0 |z|, Real.exp (-(B / 2) * s ^ 2)
        ≤ ∫ _s in Ioc 0 |z|, (1 : ℝ) := by
          refine setIntegral_mono_on hG.integrableOn continuous_const.integrableOn_Ioc
            measurableSet_Ioc (fun s _ => Real.exp_le_one_iff.mpr ?_)
          nlinarith [mul_nonneg hB.le (sq_nonneg s)]
      _ = |z| := by simp
  have hJ : 0 ≤ ∫ s in Ioi |z|, Real.exp (-(B / 2) * s ^ 2) :=
    setIntegral_nonneg measurableSet_Ioi (fun s _ => (Real.exp_pos _).le)
  have he : 1 ≤ Real.exp (B / 2 * z ^ 2) := Real.one_le_exp (by positivity)
  have h1 := mul_le_mul_of_nonneg_right (le_mul_of_one_le_right hB.le he) hJ
  have h2 := mul_le_mul_of_nonneg_left hK hB.le
  have h0 : Real.exp (B / 2 * 0 ^ 2) = 1 := by simp
  rw [(landauCoulomb_eq hB 0).2, (landauCoulomb_eq hB z).2, abs_zero, h0, hsplit, mul_one,
    mul_add]
  linarith

end

end LandauAveragedCoulomb
```

```lean
#print axioms LandauAveragedCoulomb.landauCoulomb_zero
#print axioms LandauAveragedCoulomb.landauCoulomb_le_zero_value
#print axioms LandauAveragedCoulomb.landauCoulomb_le_coulomb
#print axioms LandauAveragedCoulomb.landauCoulomb_linear_lower_bound
```

```
'LandauAveragedCoulomb.landauCoulomb_zero' depends on axioms: [propext, Classical.choice, Quot.sound]
'LandauAveragedCoulomb.landauCoulomb_le_zero_value' depends on axioms: [propext, Classical.choice, Quot.sound]
'LandauAveragedCoulomb.landauCoulomb_le_coulomb' depends on axioms: [propext, Classical.choice, Quot.sound]
'LandauAveragedCoulomb.landauCoulomb_linear_lower_bound' depends on axioms: [propext, Classical.choice, Quot.sound]
```
